# The weight beyond single excitations in a Thouless determinant is det(1 + T†T) − 1 − tr(T†T), at unit reference amplitude

After a ΔSCF calculation of a core-hole state, one can check how much of the relaxed determinant is missed by the space of a CIS expansion about the unrelaxed core-hole determinant, meaning the span of that determinant and all its single excitations. Write the relaxed occupied orbitals in the orthonormal orbitals of that unrelaxed reference, and split the coefficients into an occupied block $C_o$ and a virtual block $C_v$. If $C_o$ is invertible, form $T=C_vC_o^{-1}$; this rescales the determinant so that the reference has amplitude 1. The missed fraction of the squared norm is then

$$\frac{\det(1+T^\dagger T)-1-\operatorname{tr}(T^\dagger T)}{\det(1+T^\dagger T)}.$$

The numerator is never negative, and it vanishes exactly when $T$ has rank at most one. This holds for a single determinant in a finite orbital basis. The theorems start from an arbitrary $T$; the route to it from $C_o$ and $C_v$ is ordinary algebra added here.

## Amplitudes and weights

```lean
import Mathlib

open Polynomial (X C)
open scoped Polynomial Matrix ComplexOrder

namespace ThoulessBeyondSingles

noncomputable section

variable {m n : Type*} [Fintype m] [Fintype n] [DecidableEq n]
```

The finite set `n` labels the occupied spin orbitals of the reference, and `m` labels the virtual ones. In formulas, $n$ is the number of occupied spin orbitals. Lean writes $T^\dagger$ as `Tᴴ`.

```lean
/-- Coefficients of orbitals spanning the relaxed occupied space: each occupied orbital `i` of the
reference acquires the admixture `T a i` of every virtual orbital `a`. -/
def relaxedOrbitals (T : Matrix m n ℂ) : Matrix (n ⊕ m) n ℂ := Matrix.fromRows 1 T
```

The matrix `1` is stacked on top of `T`, so column $i$ is the orbital $\phi_i+\sum_a T_{ai}\phi_a$. The row type `n ⊕ m` is the disjoint union of occupied and virtual labels. These columns are the relaxed orbitals recombined by $C_o^{-1}$: they span the same space, but are generally not orthonormal.

```lean
/-- Amplitude of the relaxed determinant on the ordered list `f` of reference orbitals. -/
def amplitude (T : Matrix m n ℂ) (f : n → n ⊕ m) : ℂ :=
  ((relaxedOrbitals T).submatrix f id).det
```

A list $f$ assigns a reference orbital to each of the $n$ places. Its amplitude $c_f$ is the determinant of the selected rows. A list that repeats an orbital has two equal rows, so its amplitude is zero.

```lean
/-- Number of electrons that the list `f` places in virtual orbitals. -/
def excitationLevel (f : n → n ⊕ m) : ℕ :=
  (Finset.univ.filter fun i => (f i).isRight = true).card
```

The excitation level $\ell(f)$ counts the virtual entries of the list; `isRight` tests for membership of `m`.

```lean
/-- Weight (summed squared amplitudes) of the `k`-fold excitations; the factorial accounts for the
orderings of each configuration. -/
def levelWeight (T : Matrix m n ℂ) (k : ℕ) : ℝ :=
  (∑ f : n → n ⊕ m with excitationLevel f = k, ‖amplitude T f‖ ^ 2) /
    ((Fintype.card n).factorial : ℝ)
```

This is $w_k=\frac1{n!}\sum_{\ell(f)=k}|c_f|^2$. Each configuration appears in $n!$ orderings, whose amplitudes differ only in sign. Reading $|c_f|^2$ as a weight assumes orthonormal reference orbitals.

```lean
/-- Weight (summed squared amplitudes, each configuration counted once) of all double and higher
excitations. -/
def higherWeight (T : Matrix m n ℂ) : ℝ :=
  (∑ f : n → n ⊕ m with 2 ≤ excitationLevel f, ‖amplitude T f‖ ^ 2) /
    ((Fintype.card n).factorial : ℝ)
```

Likewise, $w_{\ge2}$ collects every level from two upwards. Both weights are unnormalised; dividing by $\det(1+T^\dagger T)$ gives fractions of the squared norm.

## One determinant that sorts the weights

```lean
/-- Cauchy–Binet formula over ordered selections: summing products of minors over all lists of
orbitals gives the determinant of the product, once for each ordering. -/
theorem ordered_cauchy_binet {R p : Type*} [CommRing R] [Fintype p]
    (A : Matrix n p R) (B : Matrix p n R) :
    ∑ f : n → p, (A.submatrix id f).det * (B.submatrix f id).det
      = ((Fintype.card n).factorial : R) * (A * B).det := by
  -- expand the determinant of a product along the rows of the first factor
  have expand : ∀ A' : Matrix n p R,
      (A' * B).det = ∑ f : n → p, (∏ i, A' i (f i)) * (B.submatrix f id).det := by
    intro A'
    rw [← Matrix.det_transpose, Matrix.det_apply']
    simp_rw [Matrix.transpose_apply, Matrix.mul_apply, Finset.prod_univ_sum,
      Fintype.piFinset_univ, Finset.mul_sum]
    rw [Finset.sum_comm]
    refine Finset.sum_congr rfl fun f _ => ?_
    rw [← Matrix.det_transpose (B.submatrix f id), Matrix.det_apply', Finset.mul_sum]
    refine Finset.sum_congr rfl fun σ _ => ?_
    simp only [Finset.prod_mul_distrib, Matrix.transpose_apply, Matrix.submatrix_apply, id_eq]
    ring
  -- every permutation of the electrons contributes the same amount
  have perm : ∀ σ : Equiv.Perm n, ∑ f : n → p, ((Equiv.Perm.sign σ : ℤ) : R) *
      (∏ i, A (σ i) (f i)) * (B.submatrix f id).det = (A * B).det := by
    intro σ
    have hs : ((Equiv.Perm.sign σ : ℤ) : R) * ((Equiv.Perm.sign σ : ℤ) : R) = 1 := by
      rcases Int.units_eq_one_or (Equiv.Perm.sign σ) with h | h <;> simp [h]
    have h1 := expand (A.submatrix σ id)
    have h2 : A.submatrix σ id * B = (A * B).submatrix σ id := rfl
    rw [h2, Matrix.det_permute] at h1
    simp only [Matrix.submatrix_apply, id_eq] at h1
    simp_rw [mul_assoc]
    rw [← Finset.mul_sum, ← h1, ← mul_assoc, hs, one_mul]
  have leibniz : ∀ f : n → p, (A.submatrix id f).det * (B.submatrix f id).det =
      ∑ σ : Equiv.Perm n, ((Equiv.Perm.sign σ : ℤ) : R) * (∏ i, A (σ i) (f i)) *
        (B.submatrix f id).det := fun f => by
    simp only [Matrix.det_apply' (A.submatrix id f), Finset.sum_mul, Matrix.submatrix_apply,
      id_eq]
  rw [Finset.sum_congr rfl fun f _ => leibniz f, Finset.sum_comm,
    Finset.sum_congr rfl fun σ _ => perm σ, Finset.sum_const, Finset.card_univ,
    Fintype.card_perm, nsmul_eq_mul]
```

In words: $\sum_f\det A_f\,\det B_f=n!\det(AB)$, where $A_f$ takes the listed columns of $A$ and $B_f$ the listed rows of $B$.

By hand, row $i$ of $A'B$ is $\sum_kA'_{ik}B_{k\cdot}$, so linearity in each row gives (`expand`)

$$\det(A'B)=\sum_f\Big(\prod_iA'_{i f(i)}\Big)\det B_f .$$

Now write $\det A_f=\sum_\sigma\operatorname{sgn}\sigma\prod_iA_{\sigma(i)f(i)}$ (`leibniz`). For fixed $\sigma$, the sum over $f$ is the expansion with the rows of $A$ permuted, which equals $\operatorname{sgn}\sigma\,\det(AB)$. The two signs cancel (`perm`), and there are $n!$ permutations.

```lean
/-- Up to the number of orderings, `det (1 + X Tᴴ T)` collects the squared amplitudes of all
configurations, each marked by `X` to the power of its excitation level. -/
theorem weight_generating (T : Matrix m n ℂ) :
    ((Fintype.card n).factorial : ℂ[X]) * (1 + (X : ℂ[X]) • (Tᴴ * T).map C).det
      = ∑ f : n → n ⊕ m, C ((‖amplitude T f‖ ^ 2 : ℝ) : ℂ) * X ^ excitationLevel f := by
  -- mark each virtual orbital by a factor X
  obtain ⟨v, hv1, hv2⟩ : ∃ v : n ⊕ m → ℂ[X],
      (∀ k, v (Sum.inl k) = 1) ∧ ∀ a, v (Sum.inr a) = X :=
    ⟨Sum.elim (fun _ => 1) (fun _ => X), fun _ => rfl, fun _ => rfl⟩
  have hv : ∀ k, v k = if k.isRight = true then X else 1 := by
    rintro (k | k) <;> simp [hv1, hv2]
  obtain ⟨A, hA⟩ : ∃ A : Matrix n (n ⊕ m) ℂ[X],
      ∀ i k, A i k = v k * C (star (relaxedOrbitals T k i)) :=
    ⟨Matrix.of fun i k => v k * C (star (relaxedOrbitals T k i)), fun _ _ => rfl⟩
  have hR1 : ∀ k i, relaxedOrbitals T (Sum.inl k) i = (1 : Matrix n n ℂ) k i := fun _ _ => rfl
  have hR2 : ∀ a i, relaxedOrbitals T (Sum.inr a) i = T a i := fun _ _ => rfl
  have hAB : A * (relaxedOrbitals T).map C = 1 + (X : ℂ[X]) • (Tᴴ * T).map C := by
    refine Matrix.ext fun i j => ?_
    have h1 : ∑ k, C (star ((1 : Matrix n n ℂ) k i)) * C ((1 : Matrix n n ℂ) k j)
        = (1 : Matrix n n ℂ[X]) i j := by
      rw [Finset.sum_eq_single i (fun k _ hk => by simp [Matrix.one_apply, hk]) (by simp)]
      by_cases e : i = j <;> simp [Matrix.one_apply, e]
    rw [Matrix.add_apply, Matrix.smul_apply, smul_eq_mul, Matrix.map_apply, Matrix.mul_apply,
      Fintype.sum_sum_type]
    simp only [hA, hv1, hv2, hR1, hR2, Matrix.map_apply, one_mul]
    rw [h1, Matrix.mul_apply, map_sum, Finset.mul_sum]
    congr 1
    refine Finset.sum_congr rfl fun a _ => ?_
    rw [Matrix.conjTranspose_apply, Polynomial.C_mul, mul_assoc]
  rw [← hAB, ← ordered_cauchy_binet]
  refine Finset.sum_congr rfl fun f _ => ?_
  have hl : (A.submatrix id f).det = X ^ excitationLevel f * C (star (amplitude T f)) := by
    have e : A.submatrix id f = Matrix.of fun i j => v (f j) *
        (RingHom.mapMatrix C ((relaxedOrbitals T).submatrix f id)ᴴ) i j :=
      Matrix.ext fun i j => hA i (f j)
    rw [e, Matrix.det_mul_row, amplitude, ← Matrix.det_conjTranspose, RingHom.map_det]
    congr 1
    simp [hv, excitationLevel, Finset.prod_ite]
  have hr : (((relaxedOrbitals T).map C).submatrix f id).det = C (amplitude T f) :=
    (RingHom.map_det C ((relaxedOrbitals T).submatrix f id)).symm
  rw [hl, hr, Complex.ofReal_pow, ← Complex.conj_mul', Polynomial.C_mul, Complex.star_def]
  ring
```

Here `X` is a polynomial variable and `C` turns a number into a constant polynomial. The statement is

$$n!\,\det(1+X\,T^\dagger T)=\sum_f|c_f|^2X^{\ell(f)} .$$

Let $R$ be the stacked matrix, and let $A$ be $R^\dagger$ with each virtual column multiplied by $X$. Then:

- $AR=1+X\,T^\dagger T$ (`hAB`);
- $\det A_f=X^{\ell(f)}c_f^*$ (`hl`);
- $\det R_f=c_f$ (`hr`).

The previous theorem applied to $A$ and $R$ gives the result.

```lean
/-- The reference configuration has weight one, and the single excitations together have
weight `tr (Tᴴ T)`. -/
theorem reference_and_singles_weight (T : Matrix m n ℂ) :
    levelWeight T 0 = 1 ∧ (levelWeight T 1 : ℂ) = (Tᴴ * T).trace := by
  have key : ∀ k, (levelWeight T k : ℂ)
      = (1 + (X : ℂ[X]) • (Tᴴ * T).map C).det.coeff k := by
    intro k
    have h := congrArg (fun q : ℂ[X] => q.coeff k) (weight_generating T)
    simp only [Polynomial.finsetSum_coeff, Polynomial.coeff_C_mul_X_pow,
      Polynomial.coeff_natCast_mul] at h
    rw [levelWeight, Complex.ofReal_div, Complex.ofReal_natCast,
      div_eq_iff (Nat.cast_ne_zero.mpr (Nat.factorial_ne_zero _) :
        ((Fintype.card n).factorial : ℂ) ≠ 0),
      mul_comm _ ((Fintype.card n).factorial : ℂ), h, Finset.sum_filter, Complex.ofReal_sum]
    refine Finset.sum_congr rfl fun f _ => ?_
    by_cases hk : excitationLevel f = k
    · simp [hk]
    · simp [hk, Ne.symm hk]
  constructor
  · have h := key 0
    rw [Polynomial.coeff_zero_eq_eval_zero, eval_det_add_X_smul, Matrix.det_one,
      Polynomial.eval_one] at h
    exact_mod_cast h
  · rw [key, Matrix.coeff_det_one_add_X_smul_one]
```

Comparing powers of $X$ shows that $w_k$ is the coefficient of $X^k$ in $\det(1+X\,T^\dagger T)$ (`key`). Setting $X=0$ gives $w_0=1$. For the linear term, a permutation other than the identity moves at least two indices and so contributes at least $X^2$. The identity contributes $\prod_i(1+X(T^\dagger T)_{ii})$, whence $w_1=\operatorname{tr}(T^\dagger T)$.

```lean
/-- The excess of `det (1 + Tᴴ T)` over `1 + tr (Tᴴ T)` is the weight of the double and higher
excitations. -/
theorem det_eq_singles_add_higher (T : Matrix m n ℂ) :
    (1 + Tᴴ * T).det = 1 + (Tᴴ * T).trace + (higherWeight T : ℂ) := by
  -- setting X = 1 gives the total weight
  have he : (1 + (X : ℂ[X]) • (Tᴴ * T).map C).det.eval 1 = (1 + Tᴴ * T).det := by
    generalize Tᴴ * T = M
    rw [← Polynomial.coe_evalRingHom, RingHom.map_det]
    refine congrArg Matrix.det (Matrix.ext fun i j => ?_)
    by_cases e : i = j <;> simp [e]
  have h := congrArg (Polynomial.eval 1) (weight_generating T)
  simp only [Polynomial.eval_mul, Polynomial.eval_natCast, Polynomial.eval_finsetSum,
    Polynomial.eval_C, Polynomial.eval_pow, Polynomial.eval_X, one_pow, mul_one, he] at h
  have split : (∑ f : n → n ⊕ m, ‖amplitude T f‖ ^ 2) / ((Fintype.card n).factorial : ℝ)
      = levelWeight T 0 + levelWeight T 1 + higherWeight T := by
    rw [levelWeight, levelWeight, higherWeight, ← add_div, ← add_div]
    simp only [Finset.sum_filter]
    rw [← Finset.sum_add_distrib, ← Finset.sum_add_distrib]
    congr 1
    refine Finset.sum_congr rfl fun f _ => ?_
    have hf : excitationLevel f = 0 ∨ excitationLevel f = 1 ∨ 2 ≤ excitationLevel f := by omega
    rcases hf with hf | hf | hf
    · simp [hf]
    · simp [hf]
    · simp [hf, show excitationLevel f ≠ 0 by omega, show excitationLevel f ≠ 1 by omega]
  have total := congrArg Complex.ofReal split
  rw [Complex.ofReal_div, Complex.ofReal_natCast, Complex.ofReal_sum, ← h,
    mul_div_cancel_left₀ _ (Nat.cast_ne_zero.mpr (Nat.factorial_ne_zero _) :
      ((Fintype.card n).factorial : ℂ) ≠ 0),
    (reference_and_singles_weight T).1, Complex.ofReal_add, Complex.ofReal_add,
    Complex.ofReal_one, (reference_and_singles_weight T).2] at total
  exact total
```

At $X=1$ the generating formula gives the total weight, $\det(1+T^\dagger T)$. Every list has level 0, 1 or at least 2 (`split`), so

$$\det(1+T^\dagger T)=1+\operatorname{tr}(T^\dagger T)+w_{\ge2}.$$

In code, subtracting to get $w_{\ge2}$ loses digits when $T$ is small. Taking the squared singular values $x$ of $T$ one at a time avoids this: start from $S=E=0$, replace $E$ by $E+x(S+E)$, then $S$ by $S+x$. At the end $S=w_1$ and $E=w_{\ge2}$.

## When nothing lies beyond singles

```lean
/-- For nonnegative numbers, the product of all `1 + x i` equals one plus their sum exactly when
at most one of them is nonzero. -/
theorem prod_one_add_eq_iff (x : n → ℝ) (hx : ∀ i, 0 ≤ x i) :
    ∏ i, (1 + x i) = 1 + ∑ i, x i ↔ ∀ i j, x i ≠ 0 → x j ≠ 0 → i = j := by
  have bound : ∀ s : Finset n, 1 + ∑ i ∈ s, x i ≤ ∏ i ∈ s, (1 + x i) := by
    intro s
    induction s using Finset.induction_on with
    | empty => simp
    | insert a s ha ih =>
      rw [Finset.sum_insert ha, Finset.prod_insert ha]
      linarith [mul_nonneg (hx a) (Finset.sum_nonneg fun i (_ : i ∈ s) => hx i),
        mul_le_mul_of_nonneg_left ih (hx a)]
  -- two nonzero entries leave the cross term a * b
  have cross : ∀ a b S P : ℝ, 0 < a → 0 < b → 0 ≤ S → 1 + S ≤ P →
      1 + (a + (b + S)) < (1 + a) * ((1 + b) * P) := by
    intro a b S P ha hb hS hP
    have h1 : 0 ≤ (a + b + a * b) * S := by positivity
    have h2 := mul_le_mul_of_nonneg_left hP (show 0 ≤ (1 + a) * (1 + b) by positivity)
    linarith [mul_pos ha hb]
  constructor
  · intro h i j hi hj
    by_contra hij
    have hmem : j ∈ Finset.univ.erase i := by simp [Ne.symm hij]
    rw [← Finset.mul_prod_erase _ _ (Finset.mem_univ i), ← Finset.mul_prod_erase _ _ hmem,
      ← Finset.add_sum_erase _ _ (Finset.mem_univ i), ← Finset.add_sum_erase _ _ hmem] at h
    exact (cross _ _ _ _ (lt_of_le_of_ne (hx i) (Ne.symm hi))
      (lt_of_le_of_ne (hx j) (Ne.symm hj)) (Finset.sum_nonneg fun k _ => hx k)
      (bound _)).ne' h
  · intro h
    by_cases h0 : ∃ i, x i ≠ 0
    · obtain ⟨i, hi⟩ := h0
      have hz : ∀ j, j ≠ i → x j = 0 := fun j hj => by
        by_contra hne
        exact hj (h j i hne hi)
      rw [Finset.prod_eq_single i (fun j _ hj => by simp [hz j hj]) (by simp),
        Finset.sum_eq_single i (fun j _ hj => hz j hj) (by simp)]
    · have hz : ∀ i, x i = 0 := fun i => by
        by_contra hne
        exact h0 ⟨i, hne⟩
      simp [hz]
```

For $x_i\ge0$, induction gives $\prod_i(1+x_i)\ge1+\sum_ix_i$ (`bound`). If two entries $a,b$ are positive and the others sum to $S$, then (`cross`)

$$\prod_i(1+x_i)\ge(1+a)(1+b)(1+S)\ge1+a+b+S+ab>1+a+b+S .$$

Equality therefore allows at most one nonzero entry. Conversely, with one nonzero entry $x_i$ both sides are $1+x_i$, and with none both are 1.

```lean
/-- For a Hermitian matrix `A`, `det (1 + A)` is the product of `1 + a` over its eigenvalues. -/
theorem det_one_add_eigenvalues {A : Matrix n n ℂ} (hA : A.IsHermitian) :
    (1 + A).det = ((∏ i, (1 + hA.eigenvalues i) : ℝ) : ℂ) := by
  -- a unitary change of basis does not affect the determinant
  have basis : ∀ (U V : Matrix n n ℂ) (d : n → ℂ), U * V = 1 →
      (1 + U * Matrix.diagonal d * V).det = ∏ i, (1 + d i) := by
    intro U V d h
    have h1 : 1 + U * Matrix.diagonal d * V = U * (1 + Matrix.diagonal d) * V := by
      rw [mul_add, add_mul, mul_one, h]
    rw [h1, Matrix.det_mul_right_comm, h, one_mul, ← Matrix.diagonal_one, Matrix.diagonal_add,
      Matrix.det_diagonal]
  have hU := hA.spectral_theorem
  rw [Unitary.conjStarAlgAut_apply] at hU
  generalize hA.eigenvectorUnitary = U at hU
  generalize hA.eigenvalues = x at hU ⊢
  refine (congrArg (fun M : Matrix n n ℂ => (1 + M).det) hU).trans
    ((basis _ _ _ (Matrix.mem_unitaryGroup_iff.mp U.2)).trans ?_)
  rw [Complex.ofReal_prod]
  exact Finset.prod_congr rfl fun i _ =>
    (by simp : (1 : ℂ) + ((x i : ℝ) : ℂ) = ((1 + x i : ℝ) : ℂ))
```

Write $A=UDU^\dagger$ with $U$ unitary and $D$ diagonal. Then $1+A=U(1+D)U^\dagger$, and its determinant is $\prod_i(1+a_i)$ over the eigenvalues $a_i$.

```lean
/-- For every complex amplitude matrix `T`, `det (1 + Tᴴ T)` is real and at least
`1 + tr (Tᴴ T)`, with equality exactly when `T` has rank at most one. -/
theorem det_ge_one_add_trace (T : Matrix m n ℂ) :
    (1 + Tᴴ * T).det.im = 0 ∧ 1 + (Tᴴ * T).trace.re ≤ (1 + Tᴴ * T).det.re ∧
      ((1 + Tᴴ * T).det = 1 + (Tᴴ * T).trace ↔ T.rank ≤ 1) := by
  have hw : 0 ≤ higherWeight T := by
    unfold higherWeight
    positivity
  refine ⟨?_, ?_, ?_⟩
  · rw [det_eq_singles_add_higher, ← (reference_and_singles_weight T).2]
    simp
  · rw [det_eq_singles_add_higher]
    simp only [Complex.add_re, Complex.one_re, Complex.ofReal_re]
    linarith
  · -- equality leaves room for a single nonzero eigenvalue of Tᴴ T
    have gen : ∀ A : Matrix n n ℂ, A.PosSemidef →
        ((1 + A).det = 1 + A.trace ↔ A.rank ≤ 1) := by
      intro A hP
      have hA : A.IsHermitian := hP.isHermitian
      have hx : ∀ i, 0 ≤ hA.eigenvalues i := fun i => hP.eigenvalues_nonneg i
      have hr : A.rank = Fintype.card {i // hA.eigenvalues i ≠ 0} :=
        hA.rank_eq_card_non_zero_eigs.trans (Fintype.card_congr (Equiv.refl _))
      have ht : A.trace = ((∑ i, hA.eigenvalues i : ℝ) : ℂ) := by
        have h := hA.trace_eq_sum_eigenvalues
        generalize hA.eigenvalues = x at h ⊢
        rw [Complex.ofReal_sum]
        exact h
      rw [det_one_add_eigenvalues hA, ht, ← Complex.ofReal_one, ← Complex.ofReal_add,
        Complex.ofReal_inj, prod_one_add_eq_iff _ hx, hr, Fintype.card_le_one_iff]
      exact ⟨fun h a b => Subtype.ext (h a b a.2 b.2),
        fun h i j hi hj => congrArg Subtype.val (h ⟨i, hi⟩ ⟨j, hj⟩)⟩
    rw [gen _ (Matrix.posSemidef_conjTranspose_mul_self T), Matrix.rank_conjTranspose_mul_self]
```

The three parts say that the determinant has zero imaginary part, that the inequality holds between real parts, and that equality is equivalent to `T.rank ≤ 1`. The first two follow because $w_1$ and $w_{\ge2}$ are real and $w_{\ge2}\ge0$.

For the third, the eigenvalues of $T^\dagger T$ are nonnegative, so the two preceding theorems turn equality into "at most one nonzero eigenvalue". The number of nonzero eigenvalues is the rank of $T^\dagger T$, which equals the rank of $T$.

```lean
/-- The relaxed determinant has no weight on double and higher excitations exactly when its
amplitude matrix has rank at most one. -/
theorem higherWeight_eq_zero_iff (T : Matrix m n ℂ) : higherWeight T = 0 ↔ T.rank ≤ 1 := by
  rw [← (det_ge_one_add_trace T).2.2, det_eq_singles_add_higher, add_eq_left,
    Complex.ofReal_eq_zero]

end

end ThoulessBeyondSingles
```

Since $w_{\ge2}$ is the difference between the two sides, it vanishes exactly when $T$ has rank at most one. Physically, at most one combination of occupied orbitals then mixes with the virtual space. No Hamiltonian enters: the result measures the content of a given determinant, and says nothing about the energy error of CIS.

```lean
#print axioms ThoulessBeyondSingles.reference_and_singles_weight
-- 'ThoulessBeyondSingles.reference_and_singles_weight' depends on axioms: [propext, Classical.choice, Quot.sound]
#print axioms ThoulessBeyondSingles.higherWeight_eq_zero_iff
-- 'ThoulessBeyondSingles.higherWeight_eq_zero_iff' depends on axioms: [propext, Classical.choice, Quot.sound]
```
